# For fermions, a density operator that carries creation operators through with matrix M has one-body matrix M(1+M)⁻¹

Q: In finite-temperature auxiliary-field Monte Carlo, each fixed field configuration needs its one-body averages. We get them by inverting a matrix with one row per mode, with no trace over Fock space. What does the formal version assume about the physics?

A: Finitely many modes, labelled by `n`, and operators that are complex matrices on a finite space with basis `D`.

In Lean 4 with Mathlib:

```lean
import Mathlib

open Matrix

namespace ThermalOneBodyMatrix

noncomputable section

variable {n D : Type*} [Fintype n] [DecidableEq n] [Fintype D] [DecidableEq D]
```

The average of $X$ is $\langle X\rangle=\mathrm{tr}(\rho X)/\mathrm{tr}\,\rho$, so $\rho$ need not be normalised.

```lean
/-- The thermal average `tr(ρ X) / tr ρ` of an operator `X`. -/
def thermalAvg (ρ X : Matrix D D ℂ) : ℂ := (ρ * X).trace / ρ.trace
```

Write $c_j$ for the creation operators and $a_i$ for the annihilation operators. The one-body matrix is $G_{ij}=\langle c_j a_i\rangle$, with the creation index second.

```lean
/-- The one-body matrix `G i j = ⟨c j a i⟩`. -/
def oneBody (ρ : Matrix D D ℂ) (a c : n → Matrix D D ℂ) : Matrix n n ℂ :=
  Matrix.of fun i j => thermalAvg ρ (c j * a i)
```

Q: And the fermions?

A: They enter through $a_ic_j+c_ja_i=\delta_{ij}$. The main theorem needs neither $c_j=a_j^\dagger$ nor a Hermitian $\rho$.

```lean
/-- The anticommutator of `a i` and `c j` is one for equal modes and zero otherwise. -/
def MixedCAR (a c : n → Matrix D D ℂ) : Prop :=
  ∀ i j, a i * c j + c j * a i = if i = j then 1 else 0
```

Q: Where is the Hamiltonian?

A: It is replaced by an assumption, $\rho c_j=\sum_k M_{kj}c_k\rho$. For $\rho=e^{-\beta\sum_{kl}h_{kl}c_ka_l}$ with the usual fermion operators, $M=e^{-\beta h}$: adding a particle costs a one-particle Boltzmann factor. For a product of such exponentials, as arises for a fixed field configuration, $M$ is the product of their matrices in the same order. The file does not derive this relation, and a thermal state with interactions generally violates it.

```lean
/-- Moving `ρ` from the left to the right of a creation operator mixes the modes by `M`. -/
def ExchangeRelation (ρ : Matrix D D ℂ) (c : n → Matrix D D ℂ) (M : Matrix n n ℂ) : Prop :=
  ∀ j, ρ * c j = ∑ k, M k j • (c k * ρ)
```

Q: How does $M$ get into the average?

A: Exchange $\rho$ and $c_j$, then use cyclicity of the trace:
$$\mathrm{tr}(\rho c_jX)=\sum_k M_{kj}\,\mathrm{tr}(c_k\rho X)=\sum_k M_{kj}\,\mathrm{tr}(\rho Xc_k).$$
Dividing by $\mathrm{tr}\,\rho$ gives `thermalAvg_cycle`.

```lean
variable {ρ : Matrix D D ℂ} {a c : n → Matrix D D ℂ} {M : Matrix n n ℂ}

omit [DecidableEq n] [DecidableEq D] in
/-- A creation operator at the front of a thermal average can be moved to the back,
with its mode index transformed by `M`. -/
theorem thermalAvg_cycle (hρ : ExchangeRelation ρ c M) (j : n) (X : Matrix D D ℂ) :
    thermalAvg ρ (c j * X) = ∑ k, M k j * thermalAvg ρ (X * c k) := by
  have h : (ρ * (c j * X)).trace = ∑ k, M k j * (ρ * (X * c k)).trace := by
    rw [← mul_assoc, hρ j, Finset.sum_mul, Matrix.trace_sum]
    refine Finset.sum_congr rfl fun k _ => ?_
    rw [smul_mul_assoc, Matrix.trace_smul, smul_eq_mul, mul_assoc, Matrix.trace_mul_comm,
      mul_assoc]
  unfold thermalAvg
  rw [h, Finset.sum_div]
  exact Finset.sum_congr rfl fun k _ => mul_div_assoc _ _ _
```

For $X=a_i$ the right side contains $\langle a_ic_k\rangle$. The anticommutator turns this into $\delta_{ik}-\langle c_ka_i\rangle=(1-G)_{ik}$. The proof treats equal and different modes separately; $\langle 1\rangle=1$ uses $\mathrm{tr}\,\rho\neq0$.

```lean
omit [Fintype n] in
/-- The hole matrix `⟨a i c k⟩` is `1 - G`. -/
theorem hole_matrix (hac : MixedCAR a c) (hZ : ρ.trace ≠ 0) (i k : n) :
    thermalAvg ρ (a i * c k) = (1 - oneBody ρ a c) i k := by
  rw [eq_sub_of_add_eq (hac i k)]
  by_cases h : i = k
  · subst h
    simp [thermalAvg, oneBody, mul_sub, sub_div, hZ]
  · simp [thermalAvg, oneBody, h, neg_div]
```

Together the two steps say $G=(1-G)M$.

```lean
/-- The one-body matrix satisfies the self-consistency equation `G = (1 - G) M`. -/
theorem oneBody_eq (hac : MixedCAR a c) (hρ : ExchangeRelation ρ c M) (hZ : ρ.trace ≠ 0) :
    oneBody ρ a c = (1 - oneBody ρ a c) * M := by
  ext i j
  rw [Matrix.mul_apply]
  calc oneBody ρ a c i j = ∑ k, M k j * thermalAvg ρ (a i * c k) :=
        thermalAvg_cycle hρ j (a i)
    _ = _ := Finset.sum_congr rfl fun k _ => by rw [hole_matrix hac hZ, mul_comm]
```

Q: To solve for $G$ you must assume that $1+M$ is invertible.

A: No, that is part of the conclusion. We have
$$(1-G)(1+M)=1-G+(1-G)M=1-G+G=1.$$
For square matrices a left inverse is also a right inverse, so $(1+M)^{-1}=1-G$. Then
$$M(1+M)^{-1}=(1+M)(1-G)-(1-G)=1-(1-G)=G.$$
In the proof `h1` and `h2` are the two inverse identities, and `h3` is the rearrangement in the last line.

```lean
/-- If `a` and `c` satisfy the mixed anticommutation relations and `ρ` has nonzero trace and obeys
the exchange relation, then `1 + M` is invertible and the one-body matrix is `M (1 + M)⁻¹`. -/
theorem oneBody_eq_mul_inv (hac : MixedCAR a c) (hρ : ExchangeRelation ρ c M)
    (hZ : ρ.trace ≠ 0) :
    IsUnit (1 + M) ∧ oneBody ρ a c = M * (1 + M)⁻¹ := by
  -- the hole matrix is the inverse of `1 + M`
  have h1 : (1 - oneBody ρ a c) * (1 + M) = 1 := by
    rw [mul_add, mul_one, ← oneBody_eq hac hρ hZ, sub_add_cancel]
  have h2 : (1 + M) * (1 - oneBody ρ a c) = 1 := mul_eq_one_comm.mp h1
  refine ⟨⟨⟨1 + M, 1 - oneBody ρ a c, h2, h1⟩, rfl⟩, ?_⟩
  have h3 : M * (1 - oneBody ρ a c)
      = (1 + M) * (1 - oneBody ρ a c) - (1 - oneBody ρ a c) := by
    rw [add_mul, one_mul, add_sub_cancel_left]
  rw [Matrix.inv_eq_left_inv h1, h3, h2, sub_sub_cancel]
```

Q: What if the trace vanishes?

A: Invertibility can fail. Take one mode and $\rho=\mathrm{diag}(1,-1)$ on the empty and filled states; its negative weight means it is not a physical state. The anticommutator holds and $\rho c=-c\rho$, so $M=-1$ and $1+M=0$.

Q: The energy of a pair interaction involves two-body averages too.

A: For those, we move a creation operator through three other operators:
$$c_la_ka_ic_m=\delta_{im}c_la_k-\delta_{km}c_la_i-c_mc_la_ka_i.$$
The last sign uses $c_lc_m+c_mc_l=0$, an additional hypothesis.

```lean
/-- Moving the creation operator `d` to the front through two annihilation operators `b`, `a`
and a creation operator `c` leaves one contraction with each annihilation operator. -/
theorem move_to_front {R : Type*} [Ring R] {a b c d p q : R} (h1 : b * d + d * b = p)
    (h2 : a * d + d * a = q) (h3 : c * d + d * c = 0) :
    c * a * b * d = c * a * p - c * q * b - d * (c * a * b) := by
  subst h1 h2
  have h : c * a * (b * d + d * b) - c * (a * d + d * a) * b - d * (c * a * b)
      = c * a * b * d - (c * d + d * c) * a * b := by noncomm_ring
  rw [h, h3, zero_mul, zero_mul, sub_zero]
```

Set $T_q=\langle c_qc_la_ka_i\rangle$. Cycling $c_q$ and inserting that identity gives
$$T_q+\sum_m T_mM_{mq}=M_{iq}G_{kl}-M_{kq}G_{il}.$$
Since $G(1+M)=M$, the expression $G_{iq}G_{kl}-G_{kq}G_{il}$ solves the same system. The difference `E` satisfies $E(1+M)=0$, so it vanishes. At $q=j$ this is the determinant, which is Wick's theorem for two creation operators followed by two annihilation operators; other orders and longer strings are not treated.

```lean
/-- If the creation operators also anticommute with each other, the two-body average
`⟨c j c l a k a i⟩` is a two-by-two determinant of entries of the one-body matrix. -/
theorem twoBody_eq_det (hac : MixedCAR a c) (hcc : ∀ i j, c i * c j + c j * c i = 0)
    (hρ : ExchangeRelation ρ c M) (hZ : ρ.trace ≠ 0) (i j k l : n) :
    thermalAvg ρ (c j * c l * a k * a i) =
      Matrix.det !![oneBody ρ a c i j, oneBody ρ a c i l;
                    oneBody ρ a c k j, oneBody ρ a c k l] := by
  let G := oneBody ρ a c
  let T : n → ℂ := fun m => thermalAvg ρ (c m * (c l * a k * a i))
  have hg : ∀ p q, G p q = M p q - ∑ m, G p m * M m q := fun p q => by
    have h := congrFun (congrFun (oneBody_eq hac hρ hZ) p) q
    rw [sub_mul, one_mul, Matrix.sub_apply, Matrix.mul_apply] at h
    exact h
  -- anticommuting `c m` to the front produces the two contractions
  have hX : ∀ m, thermalAvg ρ (c l * a k * a i * c m) =
      (if i = m then G k l else 0) - (if k = m then G i l else 0) - T m := fun m => by
    rw [move_to_front (hac i m) (hac k m) (hcc l m)]
    split_ifs <;> simp [thermalAvg, oneBody, G, T, mul_sub, sub_div, neg_div]
  have hT : ∀ q, T q = M i q * G k l - M k q * G i l - ∑ m, M m q * T m := fun q => by
    have h : T q = ∑ m, M m q * thermalAvg ρ (c l * a k * a i * c m) :=
      thermalAvg_cycle hρ q _
    rw [h]
    simp only [hX, mul_sub, Finset.sum_sub_distrib, mul_ite, mul_zero, Finset.sum_ite_eq,
      Finset.mem_univ, if_true]
  -- the difference from the determinant solves a homogeneous system
  let E : n → ℂ := fun q => T q - (G i q * G k l - G k q * G i l)
  have hE : E ᵥ* (1 + M) = 0 := by
    funext q
    have hs : (E ᵥ* M) q = ∑ m, M m q * T m - (∑ m, G i m * M m q) * G k l
        + (∑ m, G k m * M m q) * G i l := by
      rw [Finset.sum_mul, Finset.sum_mul, ← Finset.sum_sub_distrib, ← Finset.sum_add_distrib]
      change ∑ m, E m * M m q = _
      refine Finset.sum_congr rfl fun m _ => ?_
      simp only [E]
      ring
    rw [Matrix.vecMul_add, Matrix.vecMul_one, Pi.add_apply, hs, Pi.zero_apply]
    simp only [E]
    linear_combination hT q - G k l * hg i q + G i l * hg k q
  obtain ⟨u, hu⟩ := (oneBody_eq_mul_inv hac hρ hZ).1
  have hN : (1 + M) * (↑u⁻¹ : Matrix n n ℂ) = 1 := by rw [← hu]; exact u.mul_inv
  have h0 : E = 0 := by
    calc E = E ᵥ* ((1 + M) * (↑u⁻¹ : Matrix n n ℂ)) := by rw [hN, Matrix.vecMul_one]
      _ = 0 := by rw [← Matrix.vecMul_vecMul, hE, Matrix.zero_vecMul]
  have hj : T j - (G i j * G k l - G k j * G i l) = 0 := congrFun h0 j
  have hassoc : c j * c l * a k * a i = c j * (c l * a k * a i) := by simp only [mul_assoc]
  rw [hassoc, Matrix.det_fin_two_of]
  change T j = G i j * G k l - G i l * G k j
  linear_combination hj
```

Q: Do I recover Fermi–Dirac?

A: Yes, for independent modes, with energies $\varepsilon_j$ measured from the chemical potential. Here $M$ is diagonal with entries $e^{-\beta\varepsilon_j}$, so $G_{ij}=(\delta_{ij}-G_{ij})e^{-\beta\varepsilon_j}$. Multiplying by $e^{\beta\varepsilon_j}$ gives $G_{ij}(e^{\beta\varepsilon_j}+1)=\delta_{ij}$, and the bracket is positive.

```lean
/-- For independent modes with energies `ε j` at inverse temperature `β`, the one-body matrix
is diagonal with the Fermi-Dirac occupations `1 / (exp (β ε j) + 1)`. -/
theorem fermi_dirac (hac : MixedCAR a c) (hZ : ρ.trace ≠ 0) (β : ℝ) (ε : n → ℝ)
    (h : ∀ j, ρ * c j = (Real.exp (-(β * ε j)) : ℂ) • (c j * ρ)) (i j : n) :
    oneBody ρ a c i j = if i = j then 1 / ((Real.exp (β * ε j) : ℂ) + 1) else 0 := by
  obtain ⟨x, hx⟩ : ∃ x : n → ℂ, x = fun j => (Real.exp (-(β * ε j)) : ℂ) := ⟨_, rfl⟩
  have hρ : ExchangeRelation ρ c (Matrix.diagonal x) := fun q => by
    have hq : ρ * c q = x q • (c q * ρ) := by rw [hx]; exact h q
    rw [hq]
    simp [Matrix.diagonal_apply, ite_smul]
  have hG := congrFun (congrFun (oneBody_eq hac hρ hZ) i) j
  rw [Matrix.mul_diagonal, Matrix.sub_apply, Matrix.one_apply] at hG
  have hy : x j * (Real.exp (β * ε j) : ℂ) = 1 := by
    rw [hx]
    change (Real.exp (-(β * ε j)) : ℂ) * (Real.exp (β * ε j) : ℂ) = 1
    rw [← Complex.ofReal_mul, ← Real.exp_add, neg_add_cancel, Real.exp_zero,
      Complex.ofReal_one]
  have hne : (Real.exp (β * ε j) : ℂ) + 1 ≠ 0 := by
    have h' : Real.exp (β * ε j) + 1 ≠ 0 := by positivity
    exact_mod_cast h'
  by_cases hij : i = j
  · rw [if_pos hij] at hG ⊢
    rw [eq_div_iff hne]
    linear_combination (Real.exp (β * ε j) : ℂ) * hG - (oneBody ρ a c i j - 1) * hy
  · rw [if_neg hij] at hG ⊢
    have h0 : oneBody ρ a c i j * ((Real.exp (β * ε j) : ℂ) + 1) = 0 := by
      linear_combination (Real.exp (β * ε j) : ℂ) * hG - oneBody ρ a c i j * hy
    exact (mul_eq_zero.mp h0).resolve_right hne
```

Q: Does any actual Fock space meet all these conditions?

A: Two modes, numbered 0 and 1, do. The basis order is empty, mode 0 filled, mode 1 filled, both filled; the minus sign is the fermionic one.

```lean
/-- The creation operators of two fermionic modes on their four-dimensional Fock space. -/
def fockC : Fin 2 → Matrix (Fin 4) (Fin 4) ℂ :=
  ![!![0, 0, 0, 0; 1, 0, 0, 0; 0, 0, 0, 0; 0, 0, 1, 0],
    !![0, 0, 0, 0; 0, 0, 0, 0; 1, 0, 0, 0; 0, -1, 0, 0]]
```

The operator $\rho$ is diagonal with entries $1,x,y,xy$; it is an unnormalised state when $x,y\ge0$.

```lean
/-- The diagonal two-mode operator with entries `1`, `x`, `y`, `x y` on the four Fock states. -/
def fockState (x y : ℂ) : Matrix (Fin 4) (Fin 4) ℂ :=
  !![1, 0, 0, 0; 0, x, 0, 0; 0, 0, y, 0; 0, 0, 0, x * y]
```

Take $x=1$, $y=1/3$. The trace is $8/3$, and direct summation gives
$$G_{00}=\frac{1+1/3}{8/3}=\frac12,\qquad G_{11}=\frac{1/3+1/3}{8/3}=\frac14.$$
The formula agrees: $x/(1+x)=1/2$ and $y/(1+y)=1/4$. Double occupation is $(1/3)/(8/3)=1/8$, the determinant of $\mathrm{diag}(1/2,1/4)$.

The theorem `fock_witness` checks the relations entry by entry, with annihilation operators as adjoints. The trace is $(1+x)(1+y)$, hence the two conditions on $x$ and $y$.

```lean
/-- If `1 + x` and `1 + y` are nonzero, the two-mode creation operators `fockC`, their adjoints and
`fockState x y` satisfy the anticommutation relations, the exchange relation with matrix `diag(x,
y)` and the trace condition. -/
theorem fock_witness (x y : ℂ) (hx : 1 + x ≠ 0) (hy : 1 + y ≠ 0) :
    MixedCAR (fun i => (fockC i)ᴴ) fockC ∧
    (∀ i j, fockC i * fockC j + fockC j * fockC i = 0) ∧
    ExchangeRelation (fockState x y) fockC !![x, 0; 0, y] ∧
    (fockState x y).trace ≠ 0 := by
  refine ⟨?_, ?_, ?_, ?_⟩
  · intro i j
    -- expand the products entrywise before inserting the explicit matrices
    fin_cases i <;> fin_cases j <;> ext p q <;>
      simp only [Matrix.add_apply, Matrix.mul_apply, Fin.sum_univ_four,
        Matrix.conjTranspose_apply] <;>
      fin_cases p <;> fin_cases q <;> simp [fockC]
  · intro i j
    fin_cases i <;> fin_cases j <;> ext p q <;> fin_cases p <;> fin_cases q <;>
      simp [fockC]
  · intro j
    fin_cases j <;> ext p q <;> fin_cases p <;> fin_cases q <;>
      simp [fockC, fockState, Matrix.mul_apply, Fin.sum_univ_four, Fin.sum_univ_two]
    ring
  · have h : (fockState x y).trace = (1 + x) * (1 + y) := by
      simp [fockState, Matrix.trace, Fin.sum_univ_four]
      ring
    rw [h]
    exact mul_ne_zero hx hy

end

end ThermalOneBodyMatrix
```

```lean
#print axioms ThermalOneBodyMatrix.oneBody_eq_mul_inv
#print axioms ThermalOneBodyMatrix.twoBody_eq_det
#print axioms ThermalOneBodyMatrix.fermi_dirac
```

```
'ThermalOneBodyMatrix.oneBody_eq_mul_inv' depends on axioms: [propext, Classical.choice, Quot.sound]
'ThermalOneBodyMatrix.twoBody_eq_det' depends on axioms: [propext, Classical.choice, Quot.sound]
'ThermalOneBodyMatrix.fermi_dirac' depends on axioms: [propext, Classical.choice, Quot.sound]
```
